# Zeroing small off-diagonal elements can make a two-level energy jump with orientation

Take a two-level system with energies 0 and 2, and write its Hamiltonian in an orthonormal basis relative to which the eigenvectors are turned by an angle \(t\):

\[
\begin{pmatrix} 2\sin^2 t & -\sin 2t\\ -\sin 2t & 2\cos^2 t\end{pmatrix}.
\]

The lowest eigenvalue is 0 for every \(t\). Now set off-diagonal entries of modulus below \(1/2\) to zero. At \(t=15^\circ\) the coupling has modulus exactly \(1/2\), so it is kept and the lowest eigenvalue is 0. At any slightly smaller angle the coupling is removed, and the lowest eigenvalue is the diagonal entry \(2\sin^2 t\), close to \(1-\sqrt3/2\approx 0.134\). An arbitrarily small rotation changes the energy by a finite amount.

## Rotating a molecule under fixed basis functions

Gaussian p functions are usually oriented along the coordinate axes. If a molecule turns rigidly in the \(xy\) plane, the functions \(p_x\) and \(p_y\) on an atom stay along the axes, and the matrix elements between them in general change. The full matrix is only transformed by a rotation, so its eigenvalues stay the same. A threshold applied to single matrix elements does not respect this invariance, because the size of an element depends on the axes.

The model keeps two orthonormal functions and a one-particle Hamiltonian with levels \(a<b\). The threshold \(\tau\) stands for the magnitude below which a program treats an element as negligible. In this non-interacting two-level setting, the result shows that a screened energy can change under a rigid rotation, which matters when energies of the same molecule in different orientations are compared. The size of the jump depends strongly on the threshold: for \(\tau\) much smaller than the gap \(b-a\) it is about \(\tau^2/(b-a)\), so in this model a tight threshold makes it very small.

Besides its size and the missing interaction, the model differs from a real calculation in the object being screened: programs commonly screen two-electron integrals, often by bounds for whole shells, before the Fock matrix is assembled, whereas here an element of the finished Hamiltonian is removed.

## The screened energy and its jump

In Lean, `rotated a b t` is the product \(R\,\mathrm{diag}(a,b)\,R^{T}\), with \(R\) the rotation by \(t\). This turns the eigenvectors by \(t\) in a fixed basis; turning the basis by \(t\) instead would only change the sign of the coupling. The function `screen τ` replaces an off-diagonal entry by zero if its modulus is strictly below `τ`, and leaves the diagonal alone.

`IsLowestEigenvalue M E` says that `E` is the least real number \(\mu\) for which \(Mv=\mu v\) has a nonzero real solution \(v\). For the real symmetric matrices used here, this is the usual ground-state energy.

The theorem `screened_lowest` assumes \(a<b\) and \(0\le t\le\pi/4\), and allows any real \(\tau\). The lowest eigenvalue after screening is

\[
E(t)=\begin{cases} a+(b-a)\sin^2 t, & \sin 2t<2\tau/(b-a),\\ a, & \text{otherwise.}\end{cases}
\]

The theorem `screened_energy_jump` assumes \(0<\tau<(b-a)/2\), so that the threshold is smaller than the largest coupling that rotation can produce. Its `E` is any function of the angle that gives the lowest screened eigenvalue on \([0,\pi/4]\). With the critical angle

\[
t_c=\tfrac12\arcsin\frac{2\tau}{b-a},
\]

called `criticalAngle a b τ`, it states that \(0<t_c<\pi/4\), that \(E(t_c)=a\), and that

\[
\lim_{t\to t_c^-}E(t)=\frac{a+b-\sqrt{(b-a)^2-4\tau^2}}{2}>a .
\]

The value at \(t_c\) itself reflects the strict comparison in `screen`: an element equal to the threshold in modulus is kept.

## From the matrix elements to the jump

**The rotated matrix.** Multiplying out gives

\[
R\begin{pmatrix}a&0\\0&b\end{pmatrix}R^T=\begin{pmatrix}p&r\\r&q\end{pmatrix},
\]

with

\[
\begin{aligned}
p&=a\cos^2t+b\sin^2t=a+(b-a)\sin^2t,\\
q&=a\sin^2t+b\cos^2t=b-(b-a)\sin^2t,\\
r&=(a-b)\sin t\cos t=-\tfrac12(b-a)\sin 2t .
\end{aligned}
\]

**A criterion for the lowest eigenvalue.** Let \(p,q,r\) now be any real numbers, and suppose that \((p-E)(q-E)=r^2\) with \(E\le p\) and \(E\le q\). The vector \((r,\,E-p)\) satisfies the eigenvalue equation, since its two rows read

\[
pr+r(E-p)=Er,\qquad r^2+q(E-p)=E(E-p),
\]

and the second is the secular equation rearranged. If this vector is zero, then \(r=0\) and \(E=p\), and \((1,0)\) is an eigenvector instead.

No eigenvalue lies lower. For \(\mu<E\) put \(d=E-\mu>0\). Then

\[
(p-\mu)(q-\mu)-r^2=d(p-E)+d(q-E)+d^2>0,
\]

so the determinant is nonzero and only \(v=0\) solves \(Mv=\mu v\).

**Without screening.** For the rotated matrix and \(E=a\),

\[
(p-a)(q-a)=(b-a)^2\sin^2t\,(1-\sin^2t)=(b-a)^2\sin^2t\cos^2t=r^2,
\]

and both diagonal entries are at least \(a\). The lowest eigenvalue is therefore \(a\) at every angle.

**With screening.** On \([0,\pi/4]\) we have \(\sin2t\ge0\), so \(|r|=\frac12(b-a)\sin2t\), and \(|r|<\tau\) means \(\sin2t<2\tau/(b-a)\). If this fails, the matrix is unchanged and the energy is \(a\). If it holds, the matrix becomes \(\mathrm{diag}(p,q)\). Since

\[
q-p=(b-a)(1-2\sin^2t)=(b-a)\cos2t\ge0,
\]

the lowest eigenvalue is \(p\). This is the expectation value of the original Hamiltonian in the first basis function.

**At the critical angle.** Because \(0<2\tau/(b-a)<1\), the angle \(t_c\) lies strictly between 0 and \(\pi/4\), and \(\sin2t_c=2\tau/(b-a)\). The strict inequality fails there, so \(E(t_c)=a\). For \(0<t<t_c\) the sine is smaller, the coupling is dropped, and \(E(t)=a+(b-a)\sin^2t\). By continuity the limit from below is

\[
a+(b-a)\sin^2t_c=\frac{a+b-(b-a)\cos2t_c}{2}.
\]

Since \(\cos2t_c\ge0\),

\[
(b-a)\cos2t_c=\sqrt{(b-a)^2-(b-a)^2\sin^22t_c}=\sqrt{(b-a)^2-4\tau^2},
\]

which gives the stated limit. The root is smaller than \(b-a\) because \(\tau>0\), so the limit exceeds \(a\).

## The complete Lean file

```lean
import Mathlib

open Real Matrix Filter Topology

namespace ScreeningOrientation

noncomputable section

/-- The rotation of the plane by the angle `t`. -/
def rotation (t : ℝ) : Matrix (Fin 2) (Fin 2) ℝ :=
  !![cos t, -sin t; sin t, cos t]

/-- The two-level Hamiltonian `diag(a, b)` with its eigenvectors turned by the angle `t` in a fixed
basis. -/
def rotated (a b t : ℝ) : Matrix (Fin 2) (Fin 2) ℝ :=
  rotation t * !![a, 0; 0, b] * (rotation t)ᵀ

/-- Screening of matrix elements: off-diagonal entries of modulus below `τ` are set to zero, and all
other entries are kept. -/
def screen (τ : ℝ) (M : Matrix (Fin 2) (Fin 2) ℝ) : Matrix (Fin 2) (Fin 2) ℝ :=
  Matrix.of fun i j => if i ≠ j ∧ |M i j| < τ then 0 else M i j

/-- `E` is the least real number that is an eigenvalue of `M` with a nonzero real eigenvector. -/
def IsLowestEigenvalue (M : Matrix (Fin 2) (Fin 2) ℝ) (E : ℝ) : Prop :=
  IsLeast {μ : ℝ | ∃ v : Fin 2 → ℝ, v ≠ 0 ∧ M *ᵥ v = μ • v} E

/-- Half the arcsine of `2τ/(b - a)`, for `a < b` and `0 ≤ 2τ ≤ b - a`. -/
def criticalAngle (a b τ : ℝ) : ℝ := arcsin (2 * τ / (b - a)) / 2

/-- The entries of the rotated Hamiltonian: the coupling is `-(b - a) sin(2t) / 2`. -/
theorem rotated_eq (a b t : ℝ) :
    rotated a b t = !![a + (b - a) * sin t ^ 2, -((b - a) / 2 * sin (2 * t));
      -((b - a) / 2 * sin (2 * t)), b - (b - a) * sin t ^ 2] := by
  have h := sin_sq_add_cos_sq t
  rw [sin_two_mul]
  ext i j
  fin_cases i <;> fin_cases j <;>
    simp [rotated, rotation, Matrix.mul_apply, Fin.sum_univ_two]
  · linear_combination a * h
  · ring
  · ring
  · linear_combination b * h

/-- A root of the secular equation of a real symmetric two-level matrix that lies at or below
both diagonal entries is its lowest eigenvalue. -/
theorem lowest_of_secular {p q r E : ℝ} (h : (p - E) * (q - E) = r ^ 2)
    (hp : E ≤ p) (hq : E ≤ q) : IsLowestEigenvalue !![p, r; r, q] E := by
  unfold IsLowestEigenvalue
  constructor
  · by_cases hr : r = 0 ∧ E = p
    · refine ⟨![1, 0], ?_, ?_⟩
      · intro h0
        have h1 : (1 : ℝ) = 0 := congrFun h0 0
        exact one_ne_zero h1
      · ext i
        fin_cases i <;> simp [Matrix.mulVec, dotProduct, Fin.sum_univ_two, hr.1, hr.2]
    · refine ⟨![r, E - p], ?_, ?_⟩
      · intro hv
        have h0 : r = 0 := congrFun hv 0
        have h1 : E - p = 0 := congrFun hv 1
        exact hr ⟨h0, by linarith⟩
      · ext i
        fin_cases i <;> simp [Matrix.mulVec, dotProduct, Fin.sum_univ_two]
        · ring
        · linear_combination -h
  · rintro μ ⟨v, hv, hμ⟩
    have h0 : p * v 0 + r * v 1 = μ * v 0 := by
      simpa [Matrix.mulVec, dotProduct, Fin.sum_univ_two] using congrFun hμ 0
    have h1 : r * v 0 + q * v 1 = μ * v 1 := by
      simpa [Matrix.mulVec, dotProduct, Fin.sum_univ_two] using congrFun hμ 1
    by_contra hlt
    have hd : 0 < E - μ := sub_pos.mpr (not_le.mp hlt)
    -- below `E` the secular determinant is positive, so the eigenvector vanishes
    have hD : 0 < (p - μ) * (q - μ) - r ^ 2 := by
      nlinarith [mul_nonneg hd.le (sub_nonneg.mpr hp),
        mul_nonneg hd.le (sub_nonneg.mpr hq), mul_pos hd hd]
    have e0 : ((p - μ) * (q - μ) - r ^ 2) * v 0 = 0 := by
      linear_combination (q - μ) * h0 - r * h1
    have e1 : ((p - μ) * (q - μ) - r ^ 2) * v 1 = 0 := by
      linear_combination (p - μ) * h1 - r * h0
    have v0 : v 0 = 0 := (mul_eq_zero.mp e0).resolve_left hD.ne'
    have v1 : v 1 = 0 := (mul_eq_zero.mp e1).resolve_left hD.ne'
    apply hv
    ext i
    fin_cases i
    · exact v0
    · exact v1

/-- Without screening, the lowest eigenvalue is `a` at every orientation, for `a ≤ b`. -/
theorem rotated_lowest {a b : ℝ} (hab : a ≤ b) (t : ℝ) :
    IsLowestEigenvalue (rotated a b t) a := by
  have h := sin_sq_add_cos_sq t
  have hb : 0 ≤ b - a := sub_nonneg.mpr hab
  rw [rotated_eq]
  apply lowest_of_secular
  · rw [sin_two_mul]
    linear_combination (-(b - a) ^ 2 * sin t ^ 2) * h
  · nlinarith [mul_nonneg hb (sq_nonneg (sin t))]
  · have hs : 0 ≤ 1 - sin t ^ 2 := by nlinarith [sq_nonneg (cos t)]
    nlinarith [mul_nonneg hb hs]

/-- Screening a symmetric two-level matrix removes the coupling `r` if `|r| < τ` and otherwise
changes nothing. -/
theorem screen_two (τ p q r : ℝ) :
    screen τ !![p, r; r, q] = if |r| < τ then !![p, 0; 0, q] else !![p, r; r, q] := by
  split_ifs with h <;> ext i j <;> fin_cases i <;> fin_cases j <;> simp [screen, h]

/-- For `a < b` and an angle in `[0, π/4]`, the modulus of the coupling is below the threshold `τ`
exactly when `sin(2t) < 2τ/(b - a)`. -/
theorem coupling_lt_iff {a b t : ℝ} (τ : ℝ) (hab : a < b) (h0 : 0 ≤ t) (h1 : t ≤ π / 4) :
    |-((b - a) / 2 * sin (2 * t))| < τ ↔ sin (2 * t) < 2 * τ / (b - a) := by
  have hs : 0 ≤ sin (2 * t) :=
    sin_nonneg_of_nonneg_of_le_pi (by linarith) (by linarith [pi_pos])
  rw [abs_neg, abs_of_nonneg (mul_nonneg (by linarith) hs), lt_div_iff₀ (by linarith)]
  constructor <;> intro h <;> linarith

/-- For `a < b` and an angle in `[0, π/4]`, the lowest eigenvalue after screening is
`a + (b - a) sin² t` if `sin(2t) < 2τ/(b - a)`, and `a` otherwise. -/
theorem screened_lowest {a b t : ℝ} (τ : ℝ) (hab : a < b) (h0 : 0 ≤ t) (h1 : t ≤ π / 4) :
    IsLowestEigenvalue (screen τ (rotated a b t))
      (if sin (2 * t) < 2 * τ / (b - a) then a + (b - a) * sin t ^ 2 else a) := by
  have hiff := coupling_lt_iff τ hab h0 h1
  rw [rotated_eq, screen_two]
  by_cases h : sin (2 * t) < 2 * τ / (b - a)
  · rw [if_pos h, if_pos (hiff.2 h)]
    -- up to `π/4` the first diagonal entry is the smaller one
    have hc : 0 ≤ cos (2 * t) :=
      cos_nonneg_of_neg_pi_div_two_le_of_le (by linarith [pi_pos]) (by linarith)
    rw [cos_two_mul] at hc
    have hs : 0 ≤ 1 - 2 * sin t ^ 2 := by linarith [sin_sq_add_cos_sq t]
    apply lowest_of_secular
    · ring
    · exact le_refl _
    · nlinarith [mul_nonneg (sub_pos.mpr hab).le hs]
  · rw [if_neg h, if_neg (mt hiff.1 h), ← rotated_eq]
    exact rotated_lowest hab.le t

/-- For `0 < τ < (b - a)/2` the screened lowest eigenvalue `E t` jumps at the critical angle,
which lies strictly between `0` and `π/4`: there it equals `a`, while its limit from smaller
angles is `(a + b - √((b - a)² - 4τ²))/2`, which is larger than `a`. -/
theorem screened_energy_jump {a b τ : ℝ} (hτ : 0 < τ) (hg : τ < (b - a) / 2) {E : ℝ → ℝ}
    (hE : ∀ t ∈ Set.Icc 0 (π / 4), IsLowestEigenvalue (screen τ (rotated a b t)) (E t)) :
    criticalAngle a b τ ∈ Set.Ioo 0 (π / 4) ∧ E (criticalAngle a b τ) = a ∧
      Tendsto E (𝓝[<] (criticalAngle a b τ))
        (𝓝 ((a + b - Real.sqrt ((b - a) ^ 2 - 4 * τ ^ 2)) / 2)) ∧
      a < (a + b - Real.sqrt ((b - a) ^ 2 - 4 * τ ^ 2)) / 2 := by
  have hd : 0 < b - a := by linarith
  have hab : a < b := by linarith
  have x0 : 0 < 2 * τ / (b - a) := by positivity
  have x1 : 2 * τ / (b - a) < 1 := by
    rw [div_lt_one hd]
    linarith
  have a0 := arcsin_pos.2 x0
  have a1 := arcsin_lt_pi_div_two.2 x1
  have hS : sin (2 * criticalAngle a b τ) = 2 * τ / (b - a) := by
    rw [criticalAngle, mul_div_cancel₀ _ (two_ne_zero' ℝ)]
    exact sin_arcsin (by linarith) x1.le
  have c0 : 0 < criticalAngle a b τ := by
    unfold criticalAngle
    linarith
  have c1 : criticalAngle a b τ < π / 4 := by
    unfold criticalAngle
    linarith
  generalize criticalAngle a b τ = c at hS c0 c1 ⊢
  refine ⟨⟨c0, c1⟩, ?_, ?_, ?_⟩
  · have h := IsLeast.unique (hE c ⟨c0.le, c1.le⟩) (screened_lowest τ hab c0.le c1.le)
    rwa [if_neg (by rw [hS]; exact lt_irrefl _)] at h
  · -- the square root is `(b - a) cos(2c)`
    have hC : 0 ≤ cos (2 * c) :=
      cos_nonneg_of_neg_pi_div_two_le_of_le (by linarith [pi_pos]) (by linarith)
    have h2 : (b - a) * sin (2 * c) = 2 * τ := by
      rw [hS]
      field_simp
    have hsq : (b - a) ^ 2 - 4 * τ ^ 2 = ((b - a) * cos (2 * c)) ^ 2 := by
      linear_combination (-(b - a) ^ 2) * sin_sq_add_cos_sq (2 * c) +
        ((b - a) * sin (2 * c) + 2 * τ) * h2
    have hval : (a + b - Real.sqrt ((b - a) ^ 2 - 4 * τ ^ 2)) / 2
        = a + (b - a) * sin c ^ 2 := by
      rw [hsq, Real.sqrt_sq (mul_nonneg hd.le hC), cos_two_mul]
      linear_combination (-(b - a)) * sin_sq_add_cos_sq c
    rw [hval]
    have hcont : Continuous fun t : ℝ => a + (b - a) * sin t ^ 2 := by fun_prop
    refine Tendsto.congr' ?_ (hcont.continuousAt.tendsto.mono_left nhdsWithin_le_nhds)
    -- just below the critical angle the coupling is screened away
    filter_upwards [Ioo_mem_nhdsLT c0] with t ht
    have t1 : t ≤ π / 4 := by linarith [ht.2]
    have hlt : sin (2 * t) < 2 * τ / (b - a) := by
      rw [← hS]
      exact sin_lt_sin_of_lt_of_le_pi_div_two (by linarith [ht.1, pi_pos])
        (by linarith) (by linarith [ht.2])
    have h := IsLeast.unique (hE t ⟨ht.1.le, t1⟩) (screened_lowest τ hab ht.1.le t1)
    rw [if_pos hlt] at h
    exact h.symm
  · have h : Real.sqrt ((b - a) ^ 2 - 4 * τ ^ 2) < b - a := by
      rw [Real.sqrt_lt' hd]
      linarith [pow_pos hτ 2]
    linarith

end

end ScreeningOrientation
```

```lean
#print axioms ScreeningOrientation.screened_energy_jump
-- 'ScreeningOrientation.screened_energy_jump' depends on axioms: [propext, Classical.choice, Quot.sound]
```

## How Lean checks the two cases and the limit

`rotated_eq` compares the matrices entry by entry. The diagonal entries need \(\sin^2t+\cos^2t=1\), which `linear_combination` multiplies by \(a\) or \(b\).

`lowest_of_secular` is the criterion above. Its first half splits on whether \((r,E-p)\) vanishes and supplies the corresponding eigenvector. Its second half assumes an eigenvalue \(\mu<E\); `nlinarith` finds the determinant positive from the three products in \(d\). The equations `e0` and `e1` eliminate one component at a time, leaving the determinant times `v 0` and times `v 1` equal to zero. Both components then vanish, which contradicts \(v\neq0\).

`rotated_lowest` applies this criterion to the unscreened matrix. `screen_two` reduces the entrywise rule to two outcomes, coupling removed or matrix unchanged, and `coupling_lt_iff` translates the threshold test into the condition on \(\sin2t\). `screened_lowest` joins them: in the screened case it uses the criterion again with \(r=0\) and \(E=p\), and in the other case it returns to `rotated_lowest`.

In `screened_energy_jump`, `IsLeast.unique` identifies the given `E t` with the explicit formula, since a set has at most one least element. After \(\sin2t_c=2\tau/(b-a)\) and the bounds on \(t_c\) have been established, `generalize` replaces the arcsine expression by a letter `c`. The fact `hval` rewrites the square-root expression as \(a+(b-a)\sin^2c\). The limit then follows from continuity of that function. `Tendsto.congr'` transfers it to `E`, because the two functions agree on the interval \((0,c)\), where the sine is strictly below its critical value.

## The upper level jumps too

The same argument with the inequalities reversed gives the highest eigenvalue: a root of the secular equation at or above both diagonal entries is the largest one. On \([0,\pi/4]\) the upper screened level is therefore \(b-(b-a)\sin^2t\) when the coupling is dropped, and \(b\) when it is kept. At \(t_c\) it jumps up by as much as the lower level jumps down, in agreement with the trace, which screening leaves equal to \(a+b\). This companion statement is derived here in prose only.
